# Velocity-Verlet retraces its trajectories for every position-dependent force, with or without a potential

Take one particle of unit mass on a line, at position x with velocity v, under a force f(x). A velocity-Verlet step of length h computes, in order,

v′ = v + (h/2) f(x)
x′ = x + h v′
v″ = v′ + (h/2) f(x′).

Reverse the velocity and take another step from (x′, −v″):

−v″ + (h/2) f(x′) = −v′
x′ − h v′ = x
−v′ + (h/2) f(x) = −v.

A second reversal gives back (x, v). The return step uses the same two force values as the outward step, in the opposite order. Nothing in the cancellation asks whether f is the derivative of an energy.

In exact arithmetic, the same holds for n coordinates and any number of steps. In molecular dynamics with forces that depend only on the positions, retracing a Verlet trajectory is therefore no evidence that the forces are consistent with an energy. This matters, for example, when a model predicts forces directly and not as derivatives of an energy.

```lean
import Mathlib

open Matrix

namespace VerletRetracing

noncomputable section
```

## States, reversal and the Verlet step

A state is a pair (x, v) of positions and velocities, each in ℝⁿ. Lean writes a vector in ℝⁿ as a function `Fin n → ℝ`, with components numbered from 0.

```lean
/-- A state of `n` coordinates: the positions and the velocities. -/
abbrev State (n : ℕ) := (Fin n → ℝ) × (Fin n → ℝ)
```

Time reversal R keeps the positions and negates the velocities:

R(x, v) = (x, −v).

```lean
/-- Time reversal: positions stay, velocities change sign. -/
def flipVelocity {n : ℕ} (s : State n) : State n := (s.1, -s.2)
```

The half kick K(h) changes only the velocities. All masses are 1, so force and acceleration coincide:

K(h)(x, v) = (x, v + (h/2) f(x)).

The type of `f` carries the main physical assumption: the force is a function of the current positions alone. Friction, magnetic forces and forces that depend on the history of the run, such as those from an incompletely converged electronic structure started from the previous step, do not fit this type.

```lean
/-- The force acts on the velocities for half a time step `h`, with unit masses. -/
def halfKick {n : ℕ} (f : (Fin n → ℝ) → (Fin n → ℝ)) (h : ℝ) (s : State n) : State n :=
  (s.1, s.2 + (h / 2) • f s.1)
```

The drift D(h) changes only the positions:

D(h)(x, v) = (x + h v, v).

```lean
/-- Free flight for a time step `h`. -/
def drift {n : ℕ} (h : ℝ) (s : State n) : State n := (s.1 + h • s.2, s.2)
```

The full step is V(h) = K(h) D(h) K(h), with the rightmost factor acting first. The second half kick uses the force at the new positions. The numbers are real, so there is no rounding.

```lean
/-- One velocity-Verlet step: half kick, drift, half kick with the force at the new positions. -/
def verlet {n : ℕ} (f : (Fin n → ℝ) → (Fin n → ℝ)) (h : ℝ) (s : State n) : State n :=
  halfKick f h (drift h (halfKick f h s))
```

For comparison, a symplectic Euler step makes one full kick and then drifts:

(x, v) ↦ (x + h v′, v′), where v′ = v + h f(x).

```lean
/-- One symplectic Euler step: a full kick followed by a drift. -/
def symplecticEuler {n : ℕ} (f : (Fin n → ℝ) → (Fin n → ℝ)) (h : ℝ) (s : State n) : State n :=
  drift h (s.1, s.2 + h • f s.1)
```

## Forces with and without a potential

A force has a potential if there is a differentiable U on all of ℝⁿ whose derivative at x in any direction w is

dU(x)[w] = −f(x) · w.

This is f = −∇U, written with the Fréchet derivative `fderiv` and the dot product `⬝ᵥ`.

```lean
/-- The force is minus the gradient of a differentiable potential energy `U`. -/
def HasPotential {n : ℕ} (f : (Fin n → ℝ) → (Fin n → ℝ)) : Prop :=
  ∃ U : (Fin n → ℝ) → ℝ, Differentiable ℝ U ∧ ∀ x w, fderiv ℝ U x w = -(f x ⬝ᵥ w)
```

Two forces serve as test cases. The first swirls around the origin of the plane:

f(x) = (−x₁, x₀).

```lean
/-- The swirl force `(-y, x)` in the plane. -/
def swirl (x : Fin 2 → ℝ) : Fin 2 → ℝ := ![-x 1, x 0]
```

The second is a spring with unit force constant on a line, f(x) = −x.

```lean
/-- The harmonic spring force `-x` on a line, with unit force constant. -/
def spring (x : Fin 1 → ℝ) : Fin 1 → ℝ := -x
```

## Reversal turns h into −h

Passing a half kick through R gives

K(h) R (x, v) = (x, −v + (h/2) f(x)) = R K(−h) (x, v),

and for the drift

D(h) R (x, v) = (x − h v, −v) = R D(−h) (x, v).

Applying these rules to the three factors of the step yields

V(h) R = R V(−h).

In the proof, `hk` and `hd` are the two substep rules. The tactic `module` settles their vector identities, and the last `simp only` moves R through the whole step.

```lean
/-- A Verlet step from the velocity-reversed state is the velocity-reversed result of a
step with `-h`. -/
theorem verlet_flipVelocity {n : ℕ} (f : (Fin n → ℝ) → (Fin n → ℝ)) (h : ℝ) (s : State n) :
    verlet f h (flipVelocity s) = flipVelocity (verlet f (-h) s) := by
  -- kick and drift obey the rule separately
  have hk : ∀ s : State n,
      halfKick f h (flipVelocity s) = flipVelocity (halfKick f (-h) s) := by
    intro s
    refine Prod.ext rfl ?_
    simp only [halfKick, flipVelocity]
    module
  have hd : ∀ s : State n, drift h (flipVelocity s) = flipVelocity (drift (-h) s) := by
    intro s
    refine Prod.ext ?_ rfl
    simp only [drift, flipVelocity]
    module
  simp only [verlet, hk, hd]
```

## A step with −h undoes a step with h

A half kick leaves x alone, so the opposite half kick subtracts the same force. A drift leaves v alone, so the opposite drift subtracts the same displacement. The palindromic order of the substeps then lets them cancel from the inside out:

V(−h) V(h) = K(−h) D(−h) K(−h) K(h) D(h) K(h) = id.

Here `hk` and `hd` state the two cancellations.

```lean
/-- A Verlet step with `-h` undoes a Verlet step with `h`, for any position-dependent force. -/
theorem verlet_neg_verlet {n : ℕ} (f : (Fin n → ℝ) → (Fin n → ℝ)) (h : ℝ) (s : State n) :
    verlet f (-h) (verlet f h s) = s := by
  -- the three substeps are undone one after the other
  have hk : ∀ s : State n, halfKick f (-h) (halfKick f h s) = s := by
    intro s
    refine Prod.ext rfl ?_
    simp only [halfKick]
    module
  have hd : ∀ s : State n, drift (-h) (drift h s) = s := by
    intro s
    refine Prod.ext ?_ rfl
    simp only [drift]
    module
  simp only [verlet, hk, hd]
```

## Any number of steps

Repeating the two rules m times gives

V(h)ᵐ R = R V(−h)ᵐ and V(−h)ᵐ V(h)ᵐ = id.

Since R R = id,

R V(h)ᵐ R V(h)ᵐ = R R V(−h)ᵐ V(h)ᵐ = id.

The theorem states this as an equality of maps on states, for every n, every f, every real h and every natural m. It needs no continuity of f and no small time step. In the proof, `hsemi` and `hinv` express the one-step rules as a semiconjugacy and a left inverse, and Mathlib's iteration lemmas extend both to m steps.

```lean
/-- Run `m` Verlet steps, reverse the velocities, run `m` more and reverse again: the initial
state returns exactly, for any position-dependent force and any real time step. -/
theorem verlet_retraces {n : ℕ} (f : (Fin n → ℝ) → (Fin n → ℝ)) (h : ℝ) (m : ℕ) :
    flipVelocity ∘ (verlet f h)^[m] ∘ flipVelocity ∘ (verlet f h)^[m] = id := by
  funext s
  -- move the reversal through all `m` steps
  have hsemi : Function.Semiconj flipVelocity (verlet f (-h)) (verlet f h) :=
    fun y => (verlet_flipVelocity f h y).symm
  have hmove := hsemi.iterate_right m ((verlet f h)^[m] s)
  -- the `m` backward steps undo the `m` forward steps
  have hinv : Function.LeftInverse (verlet f (-h)) (verlet f h) := verlet_neg_verlet f h
  have hback := hinv.iterate m s
  simp only [Function.comp_apply, id_eq]
  rw [← hmove, hback]
  simp [flipVelocity]
```

## The swirl has no potential

Suppose the swirl had a potential U. Follow the unit circle c(t) = (cos t, sin t), whose tangent is

c′(t) = (−sin t, cos t) = f(c(t)).

By the chain rule,

d/dt U(c(t)) = −f(c(t)) · c′(t) = −(sin² t + cos² t) = −1.

So U(c(t)) + t is constant. Comparing t = 0 with t = 2π gives

U(1, 0) = U(1, 0) + 2π,

which is impossible. In the proof, `hc` is the tangent, `hg` says that U(c(t)) + t has derivative zero, and `hconst` compares the two ends of the circuit.

```lean
/-- The swirl force in the plane is not minus the gradient of any differentiable potential. -/
theorem swirl_not_hasPotential : ¬ HasPotential swirl := by
  rintro ⟨U, hU, hgrad⟩
  -- go once around the unit circle
  have hc : ∀ t : ℝ, HasDerivAt (fun t : ℝ => ![Real.cos t, Real.sin t])
      ![-Real.sin t, Real.cos t] t := by
    intro t
    refine hasDerivAt_pi.2 fun i => ?_
    fin_cases i
    · exact Real.hasDerivAt_cos t
    · exact Real.hasDerivAt_sin t
  -- the potential would fall at unit rate
  have hg : ∀ t : ℝ, HasDerivAt (fun t : ℝ => U ![Real.cos t, Real.sin t] + t) 0 t := by
    intro t
    have h1 := (hU ![Real.cos t, Real.sin t]).hasFDerivAt.comp_hasDerivAt t (hc t)
    have h2 : fderiv ℝ U ![Real.cos t, Real.sin t] ![-Real.sin t, Real.cos t] = -1 := by
      rw [hgrad]
      simp only [swirl, dotProduct, Fin.sum_univ_two, Matrix.cons_val_zero,
        Matrix.cons_val_one]
      linear_combination -Real.sin_sq_add_cos_sq t
    rw [h2] at h1
    exact (h1.fun_add (hasDerivAt_id' t)).congr_deriv (by norm_num)
  -- but it has to return to its initial value
  have hconst := is_const_of_deriv_eq_zero (fun t => (hg t).differentiableAt)
    (fun t => (hg t).deriv) 0 (2 * Real.pi)
  simp only [Real.cos_zero, Real.sin_zero, Real.cos_two_pi, Real.sin_two_pi] at hconst
  linarith [Real.pi_pos]
```

The swirl passes every retracing test, for all h and m, and still has no potential. This refutes the implication from retracing to a potential for forces in the plane. The Lean proof applies the supposed implication to `swirl` and meets the contradiction.

```lean
/-- Exact retracing of Verlet trajectories, for all time steps and all trajectory lengths, does
not imply that a force in the plane has a potential. -/
theorem retracing_does_not_certify_potential :
    ¬ ∀ f : (Fin 2 → ℝ) → (Fin 2 → ℝ),
      (∀ (h : ℝ) (m : ℕ),
        flipVelocity ∘ (verlet f h)^[m] ∘ flipVelocity ∘ (verlet f h)^[m] = id) →
      HasPotential f :=
  fun H => swirl_not_hasPotential (H swirl (verlet_retraces swirl))
```

## An integrator that fails to retrace under a conservative force

The spring has the potential U(x) = x₀²/2, because

dU(x)[w] = x₀ w₀ = −(−x₀) w₀.

Lean obtains this derivative by composing u ↦ u·u/2 with the coordinate x₀.

```lean
/-- The harmonic spring force has a potential. -/
theorem spring_hasPotential : HasPotential spring := by
  have H : ∀ x : Fin 1 → ℝ, HasFDerivAt
      ((fun u : ℝ => u * u / 2) ∘ (fun y : Fin 1 → ℝ => y 0))
      (x 0 • (ContinuousLinearMap.proj 0 : (Fin 1 → ℝ) →L[ℝ] ℝ)) x := by
    intro x
    have h0 : HasFDerivAt (fun y : Fin 1 → ℝ => y 0)
        (ContinuousLinearMap.proj 0 : (Fin 1 → ℝ) →L[ℝ] ℝ) x := hasFDerivAt_apply 0 x
    have h1 : HasDerivAt (fun u : ℝ => u * u / 2) (x 0) (x 0) :=
      (((hasDerivAt_id' (x 0)).fun_mul (hasDerivAt_id' (x 0))).div_const 2).congr_deriv
        (by ring)
    exact h1.comp_hasFDerivAt x h0
  refine ⟨_, fun x => (H x).differentiableAt, fun x w => ?_⟩
  rw [(H x).fderiv]
  simp [spring, dotProduct]
```

Now integrate the spring with symplectic Euler, starting from (1, 0):

step: (1 − h², −h)
reversal: (1 − h², h)
step: velocity h − h(1 − h²) = h³
reversal: velocity −h³.

The initial velocity was 0, so the state does not return unless h = 0. The proof assumes that the composed map is the identity, reads off this velocity component and derives h³ = 0, against the hypothesis `h ≠ 0`. Here the force is conservative, and the failure comes from the integrator.

```lean
/-- Symplectic Euler with any nonzero time step fails, for some initial state, to retrace even a
single step under the harmonic spring force. -/
theorem symplecticEuler_not_retraces {h : ℝ} (hh : h ≠ 0) :
    flipVelocity ∘ symplecticEuler spring h ∘ flipVelocity ∘ symplecticEuler spring h ≠ id := by
  intro H
  -- start at rest at unit elongation and read off the final velocity
  have e := congrArg
    (fun F : State 1 → State 1 => (F ((fun _ => 1, fun _ => 0) : State 1)).2 0) H
  simp only [Function.comp_apply, flipVelocity, symplecticEuler, drift, spring, id_eq,
    Pi.add_apply, Pi.smul_apply, Pi.neg_apply, smul_eq_mul] at e
  have e3 : h ^ 3 = 0 := by linear_combination -e
  exact pow_ne_zero 3 hh e3

end

end VerletRetracing
```

```lean
#print axioms VerletRetracing.retracing_does_not_certify_potential
-- 'VerletRetracing.retracing_does_not_certify_potential' depends on axioms: [propext, Classical.choice, Quot.sound]
#print axioms VerletRetracing.spring_hasPotential
-- 'VerletRetracing.spring_hasPotential' depends on axioms: [propext, Classical.choice, Quot.sound]
#print axioms VerletRetracing.symplecticEuler_not_retraces
-- 'VerletRetracing.symplecticEuler_not_retraces' depends on axioms: [propext, Classical.choice, Quot.sound]
```
